# Krylov solutions of consistent singular systems in finite dimension when kernel and range meet only in zero

## Krylov spaces and the index condition

Let V be a vector space of finite dimension n over a field K, and let A be a linear map from V to itself. For a polynomial p(X) = p₀ + p₁X + … + p_d X^d with coefficients in K, the operator p(A) is p₀·1 + p₁A + … + p_d A^d, where 1 is the identity. The zero polynomial has degree below every natural number, including 0. For a vector b and a natural number m, the Krylov space of order m is

    𝒦_m(A,b) = span(b, Ab, …, A^(m−1) b),

with 𝒦_0(A,b) = {0}. The system Ax = b is consistent when b lies in range A. A polynomial solution is a vector x = p(A)b with Ax = b. The index condition is

    ker A ∩ range A = {0}.

It says that no nonzero output of A is a zero mode of A. Every invertible A satisfies it.

## Singular systems in perturbation theory

First-order perturbation theory in a finite orthonormal basis supplies an example. Let H be a Hermitian matrix with a non-degenerate eigenvalue E₀ and normalised eigenvector ψ₀, let W be a perturbation, and put E₁ = ⟨ψ₀|W|ψ₀⟩. The first-order correction ψ₁ to the state solves

    (H − E₀) ψ₁ = −(W − E₁) ψ₀.

Here A = H − E₀ is singular, its kernel is spanned by ψ₀, and its range is the orthogonal complement of ψ₀. Kernel and range are orthogonal, so the index condition holds, and the right-hand side is orthogonal to ψ₀, so the system is consistent. In a finite basis and exact arithmetic, the Krylov space built from the right-hand side therefore contains a solution, the one with ⟨ψ₀|ψ₁⟩ = 0.

## One polynomial for all consistent right-hand sides

Under the index condition there is a single polynomial p of degree below n with

    A p(A) b = b   for every b in range A.

The vector x = p(A)b lies in 𝒦_n(A,b) and in range A, and it is the only solution in range A. Conversely, if every consistent system has a polynomial solution, the index condition holds. For arbitrary A, a given b has a polynomial solution exactly when b lies in range A^n.

In Lean, A has type `End K V`, n is `finrank K V`, p(A) is `aeval A p`, 𝒦_m(A,b) is `krylov A b m`, and the index condition is `IndexAtMostOne A`, where `⊓` is intersection and `⊥` the zero subspace. The condition is a hypothesis on A and is verified in the file for one explicit map. In `exists_krylov_polynomial` the polynomial is quantified before b, so it depends on A alone. In the equivalences `all_consistent_iff` and `krylov_solvable_iff` the polynomial may depend on b and carries no degree bound.

V has no inner product, so Hermiticity, residual norms and minimum-norm solutions do not occur. The theorems concern existence in exact arithmetic: they specify no iteration, no convergence rate and no behaviour under rounding, and the order n is an upper bound that is not claimed to be minimal.

## Splitting off the zero root

Let χ be the characteristic polynomial of A, of degree n. Extract the highest power of X that divides it:

    χ = X^k r,   c = r(0) ≠ 0,   k + deg r = n.

Thus k ≤ n. Write r = Xq + c, where q has degree below deg r, and put p = −q/c. Then deg p < deg r ≤ n, and

    X p − 1 = −(Xq + c)/c = −r/c,

    X^k (X p − 1) = −χ/c.

Substituting A and using the Cayley–Hamilton theorem χ(A) = 0 gives, for any A,

    A^k (A p(A) − 1) = 0.

Under the index condition, a vector y in range A with A^k y = 0 vanishes. For k = 0 this is immediate. If A^(k+1) y = A^k (Ay) = 0, then Ay is in range A and is annihilated by A^k, so Ay = 0 by induction; then y lies in both kernel and range, and y = 0. For b in range A, the residual A p(A)b − b is a difference of two vectors of the range and is annihilated by A^k. It is therefore zero.

## Location, uniqueness and the converses

Since Xp = pX, the operators A and p(A) commute. Since deg p < n, the vector x = p(A)b is a combination of b, …, A^(n−1)b and lies in 𝒦_n(A,b). With b = Au,

    x = p(A) A u = A p(A) u,

which is in range A. If y in range A also solves Ay = b, then y − x is in the range and A(y − x) = 0, so y = x.

For the converse, take b in ker A ∩ range A. It is consistent, so by assumption some p satisfies

    b = A p(A) b = p(A) A b = p(A) 0 = 0.

For arbitrary A, suppose b = A p(A)b. Trivially b = A⁰b, and if b = A^m y then

    b = A p(A) A^m y = A^(m+1) p(A) y,

so b is in the range of every power, in particular of A^n. In the other direction let b = A^n y, take k and p from the factorisation, and write n = k + j. Then

    (A p(A) − 1) A^n = A^j A^k (A p(A) − 1) = 0,

and applying this to y gives A p(A)b = b.

## The Lean file

```lean
import Mathlib

open Polynomial Module

namespace SingularKrylov

variable {K V : Type*} [Field K] [AddCommGroup V] [Module K V]

/-- The Krylov space spanned by `b, A b, ..., A^(m-1) b`. -/
def krylov (A : End K V) (b : V) (m : ℕ) : Submodule K V :=
  Submodule.span K {y | ∃ k < m, y = (A ^ k) b}

/-- The kernel and the range of `A` intersect only in zero. -/
def IndexAtMostOne (A : End K V) : Prop :=
  LinearMap.ker A ⊓ LinearMap.range A = ⊥

/-- An operator commutes with every polynomial in itself. -/
theorem commute_aeval (A : End K V) (p : K[X]) : Commute A (aeval A p) := by
  have h := congrArg (aeval A) (mul_comm (X : K[X]) p)
  rw [map_mul, map_mul, aeval_X] at h
  exact h

/-- If `p` has degree below `m`, then `p(A) b` lies in the Krylov space of order `m`. -/
theorem aeval_mem_krylov (A : End K V) (b : V) (m : ℕ) (p : K[X]) (hp : p.degree < m) :
    aeval A p b ∈ krylov A b m := by
  by_cases h0 : p = 0
  · simp [h0]
  · rw [aeval_eq_sum_range' ((natDegree_lt_iff_degree_lt h0).2 hp), LinearMap.sum_apply]
    refine Submodule.sum_mem _ fun i hi => ?_
    rw [LinearMap.smul_apply]
    exact Submodule.smul_mem _ _ (Submodule.subset_span ⟨i, Finset.mem_range.1 hi, rfl⟩)

/-- In dimension `n` there are `k ≤ n` and a polynomial `p` of degree below `n`
with `A^k (A p(A) - 1) = 0`. -/
theorem exists_residual_annihilated [FiniteDimensional K V] (A : End K V) :
    ∃ k ≤ finrank K V, ∃ p : K[X], p.degree < finrank K V ∧
      A ^ k * (A * aeval A p - 1) = 0 := by
  -- split off the zero root of the characteristic polynomial
  obtain ⟨k, r, hr, hnd⟩ : ∃ (k : ℕ) (r : K[X]), A.charpoly = X ^ k * r ∧ ¬ X ∣ r := by
    obtain ⟨r, h1, h2⟩ :=
      exists_eq_pow_rootMultiplicity_mul_and_not_dvd A.charpoly A.charpoly_monic.ne_zero 0
    simp only [map_zero, sub_zero] at h1 h2
    exact ⟨_, r, h1, h2⟩
  have hc : r.coeff 0 ≠ 0 := fun h => hnd (X_dvd_iff.2 h)
  have hr0 : r ≠ 0 := fun h => hc (by simp [h])
  have hdeg := A.charpoly_natDegree
  rw [hr, natDegree_mul (pow_ne_zero _ X_ne_zero) hr0, natDegree_X_pow] at hdeg
  refine ⟨k, by omega, (-(r.coeff 0)⁻¹) • divX r, ?_, ?_⟩
  · exact (degree_smul_le _ _).trans_lt
      ((degree_divX_lt hr0).trans_le (natDegree_le_iff_degree_le.1 (by omega)))
  · have h1 := X_mul_divX_add r
    have h2 : (C (r.coeff 0)⁻¹ : K[X]) * C (r.coeff 0) = 1 := by
      rw [← map_mul, inv_mul_cancel₀ hc, map_one]
    have h3 : X ^ k * (X * ((-(r.coeff 0)⁻¹) • divX r) - 1)
        = C (-(r.coeff 0)⁻¹) * A.charpoly := by
      rw [hr, smul_eq_C_mul, map_neg]
      linear_combination (-(C (r.coeff 0)⁻¹) * X ^ k) * h1 + X ^ k * h2
    -- Cayley-Hamilton kills the right-hand side
    have h4 := congrArg (aeval A) h3
    simpa only [map_mul, map_sub, map_pow, aeval_X, map_one,
      LinearMap.aeval_self_charpoly, mul_zero] using h4

/-- If kernel and range of `A` meet only in zero, a vector of the range annihilated by a
power of `A` vanishes. -/
theorem eq_zero_of_pow_apply {A : End K V} (hA : IndexAtMostOne A) (k : ℕ) (y : V)
    (hy : y ∈ LinearMap.range A) (h : (A ^ k) y = 0) : y = 0 := by
  induction k generalizing y with
  | zero => simpa using h
  | succ k ih =>
    rw [pow_succ, Module.End.mul_apply] at h
    have h1 : A y = 0 := ih (A y) ⟨y, rfl⟩ h
    exact (Submodule.eq_bot_iff _).1 hA y ⟨LinearMap.mem_ker.2 h1, hy⟩

/-- If kernel and range of `A` meet only in zero, one polynomial `p` of degree below the
dimension satisfies `A p(A) b = b` for every `b` in the range of `A`. -/
theorem exists_krylov_polynomial [FiniteDimensional K V] {A : End K V}
    (hA : IndexAtMostOne A) :
    ∃ p : K[X], p.degree < finrank K V ∧
      ∀ b ∈ LinearMap.range A, A (aeval A p b) = b := by
  obtain ⟨k, -, p, hp, h⟩ := exists_residual_annihilated A
  refine ⟨p, hp, fun b hb => sub_eq_zero.1 ?_⟩
  -- the residual lies in the range and is annihilated by A^k
  exact eq_zero_of_pow_apply hA k _ (Submodule.sub_mem _ ⟨_, rfl⟩ hb)
    (LinearMap.congr_fun h b)

/-- If kernel and range of `A` meet only in zero and `b` is in the range, `A x = b` has a
solution in the Krylov space of order `dim V`; it lies in the range of `A` and is the only
solution there. -/
theorem exists_krylov_solution [FiniteDimensional K V] {A : End K V}
    (hA : IndexAtMostOne A) (b : V) (hb : b ∈ LinearMap.range A) :
    ∃ x ∈ krylov A b (finrank K V), A x = b ∧ x ∈ LinearMap.range A ∧
      ∀ y ∈ LinearMap.range A, A y = b → y = x := by
  obtain ⟨p, hp, h⟩ := exists_krylov_polynomial hA
  have hx : aeval A p b ∈ LinearMap.range A := by
    obtain ⟨c, rfl⟩ := hb
    exact ⟨aeval A p c, LinearMap.congr_fun (commute_aeval A p).eq c⟩
  refine ⟨aeval A p b, aeval_mem_krylov A b _ p hp, h b hb, hx, fun y hy hyb => ?_⟩
  refine sub_eq_zero.1 (eq_zero_of_pow_apply hA 1 _ (Submodule.sub_mem _ hy hx) ?_)
  rw [pow_one, map_sub, hyb, h b hb, sub_self]

/-- Every `b` in the range of `A` admits a polynomial with `A p(A) b = b` exactly when
kernel and range of `A` meet only in zero. -/
theorem all_consistent_iff [FiniteDimensional K V] (A : End K V) :
    (∀ b ∈ LinearMap.range A, ∃ p : K[X], A (aeval A p b) = b) ↔ IndexAtMostOne A := by
  constructor
  · intro h
    refine (Submodule.eq_bot_iff _).2 fun b hb => ?_
    obtain ⟨p, hp⟩ := h b hb.2
    have h1 : A (aeval A p b) = aeval A p (A b) :=
      LinearMap.congr_fun (commute_aeval A p).eq b
    have h2 : A b = 0 := LinearMap.mem_ker.1 hb.1
    rw [← hp, h1, h2, map_zero]
  · intro hA b hb
    obtain ⟨p, -, h⟩ := exists_krylov_polynomial hA
    exact ⟨p, h b hb⟩

/-- For an arbitrary operator in dimension `n`, a polynomial with `A p(A) b = b` exists
exactly when `b` lies in the range of `A^n`. -/
theorem krylov_solvable_iff [FiniteDimensional K V] (A : End K V) (b : V) :
    (∃ p : K[X], A (aeval A p b) = b) ↔ b ∈ LinearMap.range (A ^ finrank K V) := by
  constructor
  · rintro ⟨p, hp⟩
    -- b = A p(A) b pushes b into the range of every power
    have key : ∀ m : ℕ, b ∈ LinearMap.range (A ^ m) := by
      intro m
      induction m with
      | zero => exact ⟨b, by simp⟩
      | succ m ih =>
        obtain ⟨y, hy⟩ := ih
        have h1 : A * aeval A p * A ^ m = A ^ (m + 1) * aeval A p := by
          rw [pow_succ', mul_assoc, mul_assoc, ((commute_aeval A p).pow_left m).eq]
        refine ⟨aeval A p y, ?_⟩
        calc (A ^ (m + 1)) (aeval A p y) = A (aeval A p ((A ^ m) y)) :=
              (LinearMap.congr_fun h1 y).symm
          _ = b := by rw [hy, hp]
    exact key _
  · rintro ⟨y, rfl⟩
    obtain ⟨k, hk, p, -, h⟩ := exists_residual_annihilated A
    obtain ⟨j, hj⟩ := Nat.exists_eq_add_of_le hk
    have hc : Commute A (A * aeval A p - 1) :=
      ((Commute.refl A).mul_right (commute_aeval A p)).sub_right (Commute.one_right A)
    have h1 : (A * aeval A p - 1) * A ^ finrank K V = 0 := by
      rw [← (hc.pow_left _).eq, hj, add_comm, pow_add, mul_assoc, h, mul_zero]
    exact ⟨p, sub_eq_zero.1 (LinearMap.congr_fun h1 y)⟩

/-- The map `(x, y) ↦ (a x + y, 0)` on the rational plane. -/
def planeMap (a : ℚ) : End ℚ (ℚ × ℚ) where
  toFun v := (a * v.1 + v.2, 0)
  map_add' := by
    intro u v
    ext <;> simp
    ring
  map_smul' := by
    intro c v
    ext <;> simp
    ring

/-- The map `(x, y) ↦ (2 x + y, 0)` has kernel and range meeting only in zero; it
annihilates `(1, -2)` and does not annihilate `(1, 0)`. -/
theorem indexAtMostOne_witness :
    IndexAtMostOne (planeMap 2) ∧ planeMap 2 (1, -2) = 0 ∧ planeMap 2 (1, 0) ≠ 0 := by
  refine ⟨(Submodule.eq_bot_iff _).2 ?_, by simp [planeMap], by simp [planeMap]⟩
  rintro v ⟨hv, u, rfl⟩
  have h := LinearMap.mem_ker.1 hv
  simpa [planeMap] using h

/-- For the shift `(x, y) ↦ (y, 0)` the vector `b = (1, 0)` lies in the range, yet no
polynomial satisfies `A p(A) b = b`. -/
theorem shift_has_no_krylov_solution :
    ((1, 0) : ℚ × ℚ) ∈ LinearMap.range (planeMap 0) ∧
      ∀ p : ℚ[X], planeMap 0 (aeval (planeMap 0) p (1, 0)) ≠ (1, 0) := by
  refine ⟨⟨(0, 1), by simp [planeMap]⟩, fun p => ?_⟩
  have h1 : planeMap 0 (aeval (planeMap 0) p (1, 0))
      = aeval (planeMap 0) p (planeMap 0 (1, 0)) :=
    LinearMap.congr_fun (commute_aeval (planeMap 0) p).eq (1, 0)
  have h2 : planeMap 0 (1, 0) = 0 := by simp [planeMap]
  rw [h1, h2, map_zero]
  intro h
  simpa using congrArg Prod.fst h

end SingularKrylov
```
```lean
#print axioms SingularKrylov.exists_krylov_solution
-- 'SingularKrylov.exists_krylov_solution' depends on axioms: [propext, Classical.choice, Quot.sound]
#print axioms SingularKrylov.all_consistent_iff
-- 'SingularKrylov.all_consistent_iff' depends on axioms: [propext, Classical.choice, Quot.sound]
#print axioms SingularKrylov.krylov_solvable_iff
-- 'SingularKrylov.krylov_solvable_iff' depends on axioms: [propext, Classical.choice, Quot.sound]
#print axioms SingularKrylov.shift_has_no_krylov_solution
-- 'SingularKrylov.shift_has_no_krylov_solution' depends on axioms: [propext, Classical.choice, Quot.sound]
```

## How the lemmas follow the derivation

`commute_aeval` maps the identity Xp = pX through `aeval A`. `aeval_mem_krylov` treats p = 0 separately, otherwise expands p(A)b as a sum over powers below m and places each term in the span. Neither uses finite dimension.

`exists_residual_annihilated` is the factorisation. Mathlib's root-multiplicity lemma yields χ = X^k r with `¬ X ∣ r`, `hc` turns this into c ≠ 0, and `hdeg` is k + deg r = n, from which `omega` obtains k ≤ n and deg r ≤ n. The quotient q is `divX r`, so p is `(-(r.coeff 0)⁻¹) • divX r`. The polynomial identity `h3` comes from `linear_combination`, which adds −X^k/c times the equation Xq + c = r (`h1`) to X^k times c⁻¹c = 1 (`h2`). Cayley–Hamilton enters as `LinearMap.aeval_self_charpoly`.

`eq_zero_of_pow_apply` is the induction on k; it is run with `generalizing y` because the induction hypothesis is applied to Ay. `exists_krylov_polynomial` applies it to the residual. `exists_krylov_solution` establishes x ∈ range A in `hx` by commutation and uses the same lemma with exponent 1 for uniqueness.

`all_consistent_iff` proves the forward direction by the chain b = A p(A)b = p(A)Ab = 0 and the backward direction from the main theorem. In `krylov_solvable_iff`, `key` is the induction over powers m, and the reverse direction splits n = k + j through `hj` and moves A^n past A p(A) − 1 through `hc`.

## Smallest dimensions and the approach to a shift

For n = 0 the bound `p.degree < finrank K V` forces p = 0, and b = 0 is the only vector. For n = 1 the map is multiplication by a scalar a. If a ≠ 0, then χ = X − a, k = 0, q = 1, c = −a and p = 1/a. If a = 0, then χ = X, k = 1, r = 1 and p = 0, which solves the only consistent system, b = 0.

The condition can first fail at n = 2. The family `planeMap a` sends (x, y) to (ax + y, 0) on the rational plane. `indexAtMostOne_witness` shows that a = 2 satisfies the index condition, annihilates (1, −2), and does not annihilate (1, 0); the map is thus singular and nonzero. Its kernel vector has Euclidean product 1 with the range vector (1, 0), so the condition does not require orthogonality. `shift_has_no_krylov_solution` treats a = 0: b = (1, 0) is the image of (0, 1), but Ab = 0 gives A p(A)b = p(A)Ab = 0 ≠ b for every p.

For a ≠ 0 the construction gives χ = X(X − a), k = 1 and p = 1/a, so b = (1, 0) has the solution (1/a, 0). As a → 0 the kernel direction (1, −a) turns onto the range direction (1, 0) and this solution diverges, while (0, 1) solves the system for every a and lies outside the Krylov space span(b). The explicit polynomials, the limit and the perturbation example are illustrations worked out in the prose, not theorems of the file.
